# The fourth-order singlet–triplet gap of a metal–ligand–metal cluster

## Two blocks as the model

The model is a pair of real matrices, one for the triplet and one for the singlet, and the ground energy of each spin sector is the infimum of its matrix's eigenvalues. The matrices describe two particles (holes, in an oxide) on two metal sites bridged by one ligand orbital. They are taken as given, not derived from a many-body Hamiltonian.

Hopping between metal and ligand has amplitude $t$. Moving one particle to the ligand costs the charge-transfer energy $D$, and double occupation costs an extra repulsion $U$ on a metal site or $U_p$ on the ligand. With $A=2D+U_p$, the blocks are

$$
H_T=\begin{pmatrix}0&\sqrt2\,t\\ \sqrt2\,t&D\end{pmatrix},\qquad
H_S=\begin{pmatrix}0&\sqrt2\,t&0&0\\ \sqrt2\,t&D&2t&\sqrt2\,t\\ 0&2t&A&0\\ 0&\sqrt2\,t&0&U\end{pmatrix}.
$$

State 0 has one particle on each metal site, and state 1 has one on the ligand. In the singlet, state 2 has both on the ligand and state 3 has both on one metal site. The Pauli principle keeps the last two out of the triplet. State 1 is the normalised combination, over the two metal sites, that couples to state 0, and state 3 is the one that couples to state 1. The orthogonal combinations do not mix with the states kept and are left out.

## The limit and its meaning

Let $E_T$ and $E_S$ be the lowest eigenvalues of the two blocks. For $D,U>0$ and $U_p\ge0$,

$$
\frac{E_T-E_S}{t^4}\longrightarrow\frac4{D^2}\left(\frac1U+\frac2{2D+U_p}\right)\qquad(t\to0,\ t\ne0).
$$

For this three-orbital cluster, $t^4$ times the limit is the leading antiferromagnetic coupling $J$ of a spin model $J\,\mathbf S_1\cdot\mathbf S_2$, whose singlet–triplet gap is $J$.

In Lean, `IsLevel H E` says that $E$ has a nonzero real eigenvector, and `lowestLevel` is the infimum of all such $E$. `tripletEnergy` and `singletEnergy` apply it to the two blocks, with `Up` standing for $U_p$. The filter `𝓝[≠] 0` lets $t$ approach zero from both sides without reaching it. `superexchange_limit` gives no error bound at finite $t$, but `exchange_gap` holds at every $t\ne0$.

## Eliminating the amplitudes

**Triplet.** The eigenvector equations are $\sqrt2\,t\,v_1=Ev_0$ and $\sqrt2\,t\,v_0=(E-D)v_1$. Multiplying the first by $E-D$ and the second by $E$ gives $[E(E-D)-2t^2]v_i=0$ for both amplitudes. One of them is nonzero, so $E(E-D)=2t^2$, with lower root

$$E_T=\tfrac12\left(D-\sqrt{D^2+8t^2}\right)\le0.$$

The vector $(D-E_T,-\sqrt2\,t)$ is nonzero and belongs to this root.

**Singlet.** Let $t\ne0$ and $E=-x$ with $x>0$. Rows 0, 2 and 3 give

$$v_0=-\frac{\sqrt2\,t\,v_1}{x},\qquad v_2=-\frac{2t\,v_1}{x+A},\qquad v_3=-\frac{\sqrt2\,t\,v_1}{x+U}.$$

Hence $v_1\ne0$, and row 1 becomes

$$x+D=\frac{2t^2}{x}+\frac{4t^2}{x+A}+\frac{2t^2}{x+U}.$$

The left side rises with $x$. The right side falls, starting from $+\infty$ at $x\to0^+$. There is exactly one solution, and $E_S=-x<0$. Multiplying by $x$ gives

$$E_S(E_S-D)=2t^2-E_St^2K,\qquad K=\frac4{A-E_S}+\frac2{U-E_S}.$$

**Gap.** Subtract $E_T(E_T-D)=2t^2$ and factor the left side:

$$(E_T-E_S)(D-E_S-E_T)=-E_St^2K.$$

The right side and the second factor are positive, so the singlet lies below the triplet.

**Limit.** Since $-E_SK\le4+2$, the singlet equation gives $-E_SD\le8t^2$, so $E_S\to0$. The explicit root gives $E_T\to0$. Therefore

$$\frac{-E_S}{t^2}=\frac{2-E_SK}{D-E_S}\to\frac2D,\qquad K\to\frac4A+\frac2U,$$

and

$$\frac{E_T-E_S}{t^4}=\frac{-E_S}{t^2}\,\frac{K}{D-E_S-E_T}\to\frac2{D^2}\left(\frac4A+\frac2U\right),$$

which is the stated value.

## The Lean file

```lean
import Mathlib

open Filter Topology Matrix

namespace LigandSuperexchange

noncomputable section

/-- `E` is an energy level of the real matrix `H`: it has a nonzero eigenvector. -/
def IsLevel {n : Type*} [Fintype n] (H : Matrix n n ℝ) (E : ℝ) : Prop :=
  ∃ v : n → ℝ, v ≠ 0 ∧ H *ᵥ v = E • v

/-- The infimum of the energy levels of `H`. -/
def lowestLevel {n : Type*} [Fintype n] (H : Matrix n n ℝ) : ℝ :=
  sInf {E | IsLevel H E}

/-- The triplet block, with charge-transfer energy `D` and hopping `t`. -/
def triplet (D t : ℝ) : Matrix (Fin 2) (Fin 2) ℝ :=
  !![0, √2 * t; √2 * t, D]

/-- The singlet block. The diagonal energies belong to one particle on each metal site, one on the
ligand, two on the ligand, and two on one metal site. -/
def singlet (D Up U t : ℝ) : Matrix (Fin 4) (Fin 4) ℝ :=
  !![0, √2 * t, 0, 0;
     √2 * t, D, 2 * t, √2 * t;
     0, 2 * t, 2 * D + Up, 0;
     0, √2 * t, 0, U]

/-- The lowest triplet energy. -/
def tripletEnergy (D t : ℝ) : ℝ := lowestLevel (triplet D t)

/-- The lowest singlet energy. -/
def singletEnergy (D Up U t : ℝ) : ℝ := lowestLevel (singlet D Up U t)

variable {D Up U t : ℝ}

/-- For `D > 0` the least level of the triplet block is `(D - √(D² + 8t²))/2`. -/
theorem triplet_isLeast (hD : 0 < D) :
    IsLeast {E | IsLevel (triplet D t) E} ((D - √(D ^ 2 + 8 * t ^ 2)) / 2) := by
  have hs : (√2 : ℝ) ^ 2 = 2 := Real.sq_sqrt (by norm_num)
  have hq : √(D ^ 2 + 8 * t ^ 2) ^ 2 = D ^ 2 + 8 * t ^ 2 := Real.sq_sqrt (by positivity)
  have hq0 := Real.sqrt_nonneg (D ^ 2 + 8 * t ^ 2)
  constructor
  · obtain ⟨E, hE⟩ : ∃ E, E = (D - √(D ^ 2 + 8 * t ^ 2)) / 2 := ⟨_, rfl⟩
    have hroot : E * (E - D) = 2 * t ^ 2 := by
      rw [hE]
      linear_combination hq / 4
    have hlt : 0 < D - E := by linarith
    rw [← hE]
    refine ⟨![D - E, -(√2 * t)], fun h => hlt.ne' (by simpa using congrFun h 0), ?_⟩
    ext i
    fin_cases i
    · simp [triplet, Matrix.mulVec, dotProduct, Fin.sum_univ_two]
      linear_combination hroot - t ^ 2 * hs
    · simp [triplet, Matrix.mulVec, dotProduct, Fin.sum_univ_two]
      ring
  · rintro F ⟨v, hv, h⟩
    have h0 := congrFun h 0
    have h1 := congrFun h 1
    simp [triplet, Matrix.mulVec, dotProduct, Fin.sum_univ_two] at h0 h1
    -- the secular polynomial annihilates both amplitudes
    have r0 : (F * (F - D) - 2 * t ^ 2) * v 0 = 0 := by
      linear_combination -(F - D) * h0 - √2 * t * h1 + t ^ 2 * v 0 * hs
    have r1 : (F * (F - D) - 2 * t ^ 2) * v 1 = 0 := by
      linear_combination -F * h1 - √2 * t * h0 + t ^ 2 * v 1 * hs
    have hr : F * (F - D) - 2 * t ^ 2 = 0 := by
      by_contra hne
      have z0 := (mul_eq_zero.1 r0).resolve_left hne
      have z1 := (mul_eq_zero.1 r1).resolve_left hne
      apply hv
      ext i
      fin_cases i <;> simp [z0, z1]
    have hb : |2 * F - D| ≤ √(D ^ 2 + 8 * t ^ 2) := Real.abs_le_sqrt (by nlinarith [hr])
    linarith [neg_abs_le (2 * F - D)]

/-- For `D, U > 0` and `Up ≥ 0`, a negative energy `-x` is a singlet level exactly when it solves
the secular equation obtained by eliminating the states coupled to the ligand state. -/
theorem singlet_level_iff (hD : 0 < D) (hUp : 0 ≤ Up) (hU : 0 < U) {x : ℝ} (hx : 0 < x) :
    IsLevel (singlet D Up U t) (-x) ↔
      x + D = 2 * t ^ 2 / x + 4 * t ^ 2 / (x + (2 * D + Up)) + 2 * t ^ 2 / (x + U) := by
  have hs : (√2 : ℝ) ^ 2 = 2 := Real.sq_sqrt (by norm_num)
  have nx : x ≠ 0 := hx.ne'
  have nA : x + (2 * D + Up) ≠ 0 := by positivity
  have nU : x + U ≠ 0 := by positivity
  constructor
  · rintro ⟨v, hv, h⟩
    have h0 := congrFun h 0
    have h1 := congrFun h 1
    have h2 := congrFun h 2
    have h3 := congrFun h 3
    simp [singlet, Matrix.mulVec, dotProduct, Fin.sum_univ_four] at h0 h1 h2 h3
    -- three amplitudes follow from the ligand amplitude `v 1`
    have e0 : v 0 = -(√2 * t * v 1) / x := by
      rw [eq_div_iff nx]; linarith
    have e2 : v 2 = -(2 * t * v 1) / (x + (2 * D + Up)) := by
      rw [eq_div_iff nA]; linarith
    have e3 : v 3 = -(√2 * t * v 1) / (x + U) := by
      rw [eq_div_iff nU]; linarith
    have hb : v 1 ≠ 0 := by
      intro hb
      apply hv
      ext i
      fin_cases i <;> simp [e0, e2, e3, hb]
    apply mul_left_cancel₀ hb
    linear_combination h1 - √2 * t * e0 - 2 * t * e2 - √2 * t * e3 +
      (t ^ 2 * v 1 / x + t ^ 2 * v 1 / (x + U)) * hs
  · intro h
    obtain ⟨a, ha, ha'⟩ : ∃ a, x * a = -(√2 * t) ∧ √2 * t * a = -(2 * t ^ 2 / x) :=
      ⟨-(√2 * t) / x, by field_simp, by linear_combination -(t ^ 2 / x) * hs⟩
    obtain ⟨c, hc, hc'⟩ : ∃ c, (x + (2 * D + Up)) * c = -(2 * t) ∧
        2 * t * c = -(4 * t ^ 2 / (x + (2 * D + Up))) :=
      ⟨-(2 * t) / (x + (2 * D + Up)), by field_simp, by ring⟩
    obtain ⟨d, hd, hd'⟩ : ∃ d, (x + U) * d = -(√2 * t) ∧
        √2 * t * d = -(2 * t ^ 2 / (x + U)) :=
      ⟨-(√2 * t) / (x + U), by field_simp, by linear_combination -(t ^ 2 / (x + U)) * hs⟩
    refine ⟨![a, 1, c, d], fun h0 => by simpa using congrFun h0 1, ?_⟩
    ext i
    fin_cases i <;> simp [singlet, Matrix.mulVec, dotProduct, Fin.sum_univ_four] <;>
      linarith

/-- For `D, U > 0`, `Up ≥ 0` and `t ≠ 0`, the singlet block has a least level, and it is
negative. -/
theorem singlet_isLeast (hD : 0 < D) (hUp : 0 ≤ Up) (hU : 0 < U) (ht : t ≠ 0) :
    IsLeast {E | IsLevel (singlet D Up U t) E} (singletEnergy D Up U t) ∧
      singletEnergy D Up U t < 0 := by
  obtain ⟨M, hM0, hM⟩ : ∃ M : ℝ, 0 < M ∧ M * D = 8 * t ^ 2 :=
    ⟨8 * t ^ 2 / D, by positivity, by field_simp⟩
  have p1 : 0 < t ^ 2 * ((2 * D + Up) * U) := by positivity
  have p2 : 0 ≤ M ^ 2 * (M + (2 * D + Up)) * (M + U) +
      t ^ 2 * (4 * (2 * D + Up) * (M + U) + 2 * U * (M + (2 * D + Up))) := by positivity
  have p3 : (M + (2 * D + Up)) * (M + U) * (M * D) =
      (M + (2 * D + Up)) * (M + U) * (8 * t ^ 2) := by rw [hM]
  -- the secular polynomial changes sign between `0` and `M`
  have hc : Continuous (fun x : ℝ => x * (x + D) * (x + (2 * D + Up)) * (x + U)
      - 2 * t ^ 2 * (x + (2 * D + Up)) * (x + U) - 4 * t ^ 2 * x * (x + U)
      - 2 * t ^ 2 * x * (x + (2 * D + Up))) := by fun_prop
  obtain ⟨x, ⟨hx0, _⟩, hq⟩ := intermediate_value_Icc hM0.le hc.continuousOn
    (⟨by linarith, by linarith⟩ : (0 : ℝ) ∈ Set.Icc _ _)
  beta_reduce at hq
  have hx : 0 < x := by
    rcases hx0.eq_or_lt with h | h
    · subst h
      exfalso
      linarith
    · exact h
  have hsec : x + D = 2 * t ^ 2 / x + 4 * t ^ 2 / (x + (2 * D + Up)) + 2 * t ^ 2 / (x + U) := by
    have nA : x + (2 * D + Up) ≠ 0 := by positivity
    have nU : x + U ≠ 0 := by positivity
    field_simp
    linear_combination hq
  have hleast : IsLeast {E | IsLevel (singlet D Up U t) E} (-x) := by
    refine ⟨(singlet_level_iff hD hUp hU hx).2 hsec, fun E hE => ?_⟩
    by_contra hlt
    obtain ⟨y, rfl⟩ : ∃ y, E = -y := ⟨-E, by ring⟩
    have hxy : x < y := by linarith [not_le.1 hlt]
    have hle := hxy.le
    have hy : 0 < y := hx.trans hxy
    have h2 := (singlet_level_iff hD hUp hU hy).1 hE
    -- one side of the secular equation grows with `x`, the other falls
    have l1 : 2 * t ^ 2 / y ≤ 2 * t ^ 2 / x := by gcongr
    have l2 : 4 * t ^ 2 / (y + (2 * D + Up)) ≤ 4 * t ^ 2 / (x + (2 * D + Up)) := by gcongr
    have l3 : 2 * t ^ 2 / (y + U) ≤ 2 * t ^ 2 / (x + U) := by gcongr
    linarith
  have hl : singletEnergy D Up U t = -x := hleast.csInf_eq
  rw [hl]
  exact ⟨hleast, by linarith⟩

/-- For `D, U > 0`, `Up ≥ 0` and `t ≠ 0`, the lowest singlet energy solves this secular
equation. -/
theorem singlet_secular (hD : 0 < D) (hUp : 0 ≤ Up) (hU : 0 < U) (ht : t ≠ 0) :
    singletEnergy D Up U t * (singletEnergy D Up U t - D) =
      2 * t ^ 2 - singletEnergy D Up U t * t ^ 2 *
        (4 / (2 * D + Up - singletEnergy D Up U t) + 2 / (U - singletEnergy D Up U t)) := by
  obtain ⟨hl, hneg⟩ := singlet_isLeast hD hUp hU ht
  obtain ⟨x, hE⟩ : ∃ x, singletEnergy D Up U t = -x := ⟨-singletEnergy D Up U t, by ring⟩
  rw [hE] at hl hneg ⊢
  have hx : 0 < x := by linarith
  have h := (singlet_level_iff hD hUp hU hx).1 hl.1
  have hx1 : x * (2 * t ^ 2 / x) = 2 * t ^ 2 := by field_simp
  have eA : 2 * D + Up - -x = x + (2 * D + Up) := by ring
  have eU : U - -x = x + U := by ring
  rw [eA, eU]
  linear_combination x * h + hx1

/-- For `D, U > 0`, `Up ≥ 0` and `t ≠ 0`, the singlet-triplet gap obeys this exact formula in terms
of the two lowest energies, and the singlet lies strictly below the triplet. -/
theorem exchange_gap (hD : 0 < D) (hUp : 0 ≤ Up) (hU : 0 < U) (ht : t ≠ 0) :
    tripletEnergy D t - singletEnergy D Up U t =
      -singletEnergy D Up U t * t ^ 2 *
        (4 / (2 * D + Up - singletEnergy D Up U t) + 2 / (U - singletEnergy D Up U t)) /
        (D - singletEnergy D Up U t - tripletEnergy D t) ∧
    singletEnergy D Up U t < tripletEnergy D t := by
  have hneg := (singlet_isLeast hD hUp hU ht).2
  have hsec := singlet_secular hD hUp hU ht
  have hT : tripletEnergy D t = (D - √(D ^ 2 + 8 * t ^ 2)) / 2 := (triplet_isLeast hD).csInf_eq
  have hq : √(D ^ 2 + 8 * t ^ 2) ^ 2 = D ^ 2 + 8 * t ^ 2 := Real.sq_sqrt (by positivity)
  have hge : D ≤ √(D ^ 2 + 8 * t ^ 2) :=
    (le_abs_self D).trans (Real.abs_le_sqrt (by nlinarith [sq_nonneg t]))
  have hT0 : tripletEnergy D t ≤ 0 := by linarith
  have hTs : tripletEnergy D t * (tripletEnergy D t - D) = 2 * t ^ 2 := by
    rw [hT]
    linear_combination hq / 4
  have a1 : 0 < 2 * D + Up - singletEnergy D Up U t := by linarith
  have a2 : 0 < U - singletEnergy D Up U t := by linarith
  have a3 : 0 < D - singletEnergy D Up U t - tripletEnergy D t := by linarith
  have ht2 : 0 < t ^ 2 := by positivity
  -- subtract the two secular equations
  have hgap : tripletEnergy D t - singletEnergy D Up U t =
      -singletEnergy D Up U t * t ^ 2 *
        (4 / (2 * D + Up - singletEnergy D Up U t) + 2 / (U - singletEnergy D Up U t)) /
        (D - singletEnergy D Up U t - tripletEnergy D t) := by
    rw [eq_div_iff a3.ne']
    linear_combination hsec - hTs
  have hpos := div_pos (mul_pos (mul_pos (neg_pos.2 hneg) ht2)
    (add_pos (div_pos (four_pos (α := ℝ)) a1) (div_pos (two_pos (α := ℝ)) a2))) a3
  rw [← hgap] at hpos
  exact ⟨hgap, by linarith⟩

/-- For `D, U > 0`, `Up ≥ 0` and `t ≠ 0`, the lowest singlet energy is at least `-8t²/D`. -/
theorem singlet_lower_bound (hD : 0 < D) (hUp : 0 ≤ Up) (hU : 0 < U) (ht : t ≠ 0) :
    -(8 * t ^ 2 / D) ≤ singletEnergy D Up U t := by
  have hneg := (singlet_isLeast hD hUp hU ht).2
  have hsec := singlet_secular hD hUp hU ht
  generalize singletEnergy D Up U t = e at hneg hsec ⊢
  have k1 : -e * (4 / (2 * D + Up - e)) ≤ 4 := by
    rw [← mul_div_assoc, div_le_iff₀ (by linarith)]
    linarith
  have k2 : -e * (2 / (U - e)) ≤ 2 := by
    rw [← mul_div_assoc, div_le_iff₀ (by linarith)]
    linarith
  have m1 := mul_le_mul_of_nonneg_left k1 (sq_nonneg t)
  have m2 := mul_le_mul_of_nonneg_left k2 (sq_nonneg t)
  have hb : -e ≤ 8 * t ^ 2 / D := by
    rw [le_div_iff₀ hD]
    nlinarith [sq_nonneg e]
  linarith

/-- Ligand superexchange: for `D, U > 0` and `Up ≥ 0`, the singlet-triplet gap divided by `t⁴`
tends to `(4/D²)(1/U + 2/(2D + Up))` as the hopping `t ≠ 0` tends to zero. -/
theorem superexchange_limit (hD : 0 < D) (hUp : 0 ≤ Up) (hU : 0 < U) :
    Tendsto (fun t => (tripletEnergy D t - singletEnergy D Up U t) / t ^ 4) (𝓝[≠] 0)
      (𝓝 (4 / D ^ 2 * (1 / U + 2 / (2 * D + Up)))) := by
  have hA : 2 * D + Up ≠ 0 := by positivity
  have hT : Tendsto (fun t => tripletEnergy D t) (𝓝[≠] 0) (𝓝 0) := by
    have he : (fun t => tripletEnergy D t) = fun t => (D - √(D ^ 2 + 8 * t ^ 2)) / 2 :=
      funext fun t => (triplet_isLeast hD).csInf_eq
    rw [he]
    have hc : Continuous (fun t : ℝ => (D - √(D ^ 2 + 8 * t ^ 2)) / 2) := by fun_prop
    exact (hc.tendsto' 0 0 (by simp [Real.sqrt_sq hD.le])).mono_left nhdsWithin_le_nhds
  have hS : Tendsto (fun t => singletEnergy D Up U t) (𝓝[≠] 0) (𝓝 0) := by
    have hc : Continuous (fun t : ℝ => -(8 * t ^ 2 / D)) := by fun_prop
    refine tendsto_of_tendsto_of_tendsto_of_le_of_le'
      ((hc.tendsto' 0 0 (by simp)).mono_left nhdsWithin_le_nhds) tendsto_const_nhds ?_ ?_
    · filter_upwards [self_mem_nhdsWithin] with t ht
      exact singlet_lower_bound hD hUp hU ht
    · filter_upwards [self_mem_nhdsWithin] with t ht
      exact (singlet_isLeast hD hUp hU ht).2.le
  have hK : Tendsto (fun t => 4 / (2 * D + Up - singletEnergy D Up U t) +
      2 / (U - singletEnergy D Up U t)) (𝓝[≠] 0) (𝓝 (4 / (2 * D + Up - 0) + 2 / (U - 0))) :=
    (tendsto_const_nhds.div (tendsto_const_nhds.sub hS) (by rwa [sub_zero])).add
      (tendsto_const_nhds.div (tendsto_const_nhds.sub hS) (by rw [sub_zero]; exact hU.ne'))
  have hlim : Tendsto (fun t => (2 - singletEnergy D Up U t *
      (4 / (2 * D + Up - singletEnergy D Up U t) + 2 / (U - singletEnergy D Up U t))) /
      (D - singletEnergy D Up U t) *
      ((4 / (2 * D + Up - singletEnergy D Up U t) + 2 / (U - singletEnergy D Up U t)) /
      (D - singletEnergy D Up U t - tripletEnergy D t))) (𝓝[≠] 0)
      (𝓝 ((2 - 0 * (4 / (2 * D + Up - 0) + 2 / (U - 0))) / (D - 0) *
        ((4 / (2 * D + Up - 0) + 2 / (U - 0)) / (D - 0 - 0)))) :=
    ((tendsto_const_nhds.sub (hS.mul hK)).div (tendsto_const_nhds.sub hS)
      (by rw [sub_zero]; exact hD.ne')).mul
      (hK.div ((tendsto_const_nhds.sub hS).sub hT) (by rw [sub_zero, sub_zero]; exact hD.ne'))
  have hval : 4 / D ^ 2 * (1 / U + 2 / (2 * D + Up)) =
      (2 - 0 * (4 / (2 * D + Up - 0) + 2 / (U - 0))) / (D - 0) *
        ((4 / (2 * D + Up - 0) + 2 / (U - 0)) / (D - 0 - 0)) := by
    simp only [sub_zero, zero_mul]
    field_simp
    ring
  rw [hval]
  refine hlim.congr' ?_
  filter_upwards [self_mem_nhdsWithin] with t ht
  have ht0 : t ≠ 0 := ht
  have hneg := (singlet_isLeast hD hUp hU ht0).2
  have hsec := singlet_secular hD hUp hU ht0
  -- the secular equation gives the second-order energy per `t²`
  have q : (2 - singletEnergy D Up U t *
      (4 / (2 * D + Up - singletEnergy D Up U t) + 2 / (U - singletEnergy D Up U t))) /
      (D - singletEnergy D Up U t) = -singletEnergy D Up U t / t ^ 2 := by
    rw [div_eq_div_iff (by linarith : 0 < D - singletEnergy D Up U t).ne' (pow_ne_zero 2 ht0)]
    linear_combination (-1) * hsec
  have hp : t ^ 2 / t ^ 4 = 1 / t ^ 2 := by field_simp
  rw [q, (exchange_gap hD hUp hU ht0).1]
  linear_combination (singletEnergy D Up U t *
    (4 / (2 * D + Up - singletEnergy D Up U t) + 2 / (U - singletEnergy D Up U t)) /
    (D - singletEnergy D Up U t - tripletEnergy D t)) * hp

end

end LigandSuperexchange
```

```lean
#print axioms LigandSuperexchange.exchange_gap
-- 'LigandSuperexchange.exchange_gap' depends on axioms: [propext, Classical.choice, Quot.sound]
#print axioms LigandSuperexchange.superexchange_limit
-- 'LigandSuperexchange.superexchange_limit' depends on axioms: [propext, Classical.choice, Quot.sound]
```

## From secular equations to the limit in Lean

`triplet_isLeast` exhibits the eigenvector above and shows that every level satisfies the quadratic; `Real.abs_le_sqrt` then places each level at or above the lower root.

`singlet_level_iff` is the elimination in both directions. The converse builds an eigenvector with ligand amplitude 1.

`singlet_isLeast` clears denominators and applies `intermediate_value_Icc` to the resulting polynomial between $0$ and $8t^2/D$. The `gcongr` steps express the falling right side, which rules out any lower level. The infimum is therefore an actual eigenvalue.

`singlet_secular` multiplies the secular equation by $x$. `exchange_gap` subtracts the triplet equation through `linear_combination` and reads off the sign. `singlet_lower_bound` proves $E_S\ge-8t^2/D$.

In `superexchange_limit`, a squeeze between this bound and zero gives `hS`, and continuity of the explicit root gives `hT`. Limit rules for sums, products and quotients produce `hlim`. Finally, `q` identifies its first factor with $-E_S/t^2$, and the exact gap formula turns the product into the required ratio for every $t\ne0$.
